# Dixon's identity and the closed form of the 3j symbol $(l_1\,l_2\,l_3;0\,0\,0)$ for even $l_1+l_2+l_3$

The alternating sum of the cubes of $\binom20,\binom21,\binom22$ is $-1+8-1=6=3!$. To see why, divide by $(2!)^3=8$. The terms become $-\tfrac18,\,1,\,-\tfrac18$, which are the values at $k=-1,0,1$ of
$$\frac{(-1)^k}{[(1+k)!\,(1-k)!]^3}.$$
Replace one of the three factors $1/[(1+k)!(1-k)!]$ by $1/[k!(-k)!]$, with reciprocal factorials of negative integers set to zero. Only $k=0$ survives, and the terms are $0,1,0$.

Four times the first list minus three times the second is $-\tfrac12,\,1,\,-\tfrac12$. These are the successive differences $G(k)-G(k+1)$ of the values $0,\tfrac12,-\tfrac12,0$, so they add to zero. The first sum is therefore $\tfrac34$ of the second, which is 1, and $8\cdot\tfrac34=6$.

## The recurrence for general $a,b,c$

For natural numbers $a,b,c$ the claim is
$$\sum_{k\in\mathbb Z}(-1)^k\binom{a+b}{a+k}\binom{b+c}{b+k}\binom{c+a}{c+k}=\frac{(a+b+c)!}{a!\,b!\,c!}.$$

Keep the convention $1/n!=0$ for $n<0$. Then $1/(n-1)!=n/n!$ holds for every integer $n$. Define
$$w_j(k)=\frac1{(j+k)!\,(j-k)!},\qquad T_n(k)=(-1)^k w_a(k)w_b(k)w_n(k).$$
Writing the binomials in factorials turns the summand into $(a+b)!(b+c)!(c+a)!\,T_c(k)$. It remains to find $S_c=\sum_k T_c(k)$.

The factorial rule gives
$$(j+k+1)\,w_j(k+1)=(j-k)\,w_j(k),\qquad w_{n-1}(k)=(n+k)(n-k)\,w_n(k).$$
Let $G_n(k)=\tfrac12(a+k)(b+k)(n+k)T_n(k)$. The first relation, used for $j=a,b,n$, gives $G_n(k+1)=-\tfrac12(a-k)(b-k)(n-k)T_n(k)$, so
$$G_n(k)-G_n(k+1)=\big[abn+(a+b+n)k^2\big]T_n(k).$$
By the second relation, $n(a+n)(b+n)T_n(k)-(a+b+n)T_{n-1}(k)$ has the coefficient
$$n(a+n)(b+n)-(a+b+n)(n^2-k^2)=abn+(a+b+n)k^2,$$
which is the same.

Now sum over $-a\le k\le a$, outside which $w_a$ vanishes. At the ends, $G_n(-a)=0$ because of the factor $a+k$, and $G_n(a+1)=0$ because $w_a(a+1)=0$. Hence, for $n\ge1$,
$$n(a+n)(b+n)S_n=(a+b+n)S_{n-1},\qquad S_0=\frac1{a!^2\,b!^2},$$
and induction gives
$$S_c=\frac{(a+b+c)!}{a!\,b!\,c!\,(a+b)!\,(b+c)!\,(c+a)!}.$$
Restoring the constant proves the identity.

## Racah's sum at zero projections

Let $l_1+l_2+l_3=2g$ with each $l_i\le g$, and set $a=g-l_1$, $b=g-l_2$, $c=g-l_3$. Then $l_1=b+c$, $l_2=c+a$, $l_3=a+b$. Racah's sum is
$$\sum_t\frac{(-1)^t}{t!\,(l_3-l_2+t)!\,(l_3-l_1+t)!\,(l_1+l_2-l_3-t)!\,(l_1-t)!\,(l_2-t)!}.$$
With $t=c+k$ the six arguments become $c+k,\ b+k,\ a+k,\ c-k,\ b-k,\ a-k$, so the sum is $(-1)^cS_c$. The prefactor is $(-1)^{l_1+l_2}\sqrt\Delta\;l_1!\,l_2!\,l_3!$, where
$$\Delta=\frac{(l_1+l_2-l_3)!\,(l_1+l_3-l_2)!\,(l_2+l_3-l_1)!}{(l_1+l_2+l_3+1)!}.$$
Since $l_1+l_2+c=g+2c$, the result is
$$\begin{pmatrix}l_1&l_2&l_3\\0&0&0\end{pmatrix}=(-1)^g\sqrt\Delta\,\frac{g!}{(g-l_1)!\,(g-l_2)!\,(g-l_3)!}.$$

The sign $(-1)^c$ from the shift is easily lost. For $(1\,1\,0;0\,0\,0)$ we have $c=g=1$ and $\Delta=\tfrac13$. The value is $-1/\sqrt3$, and forgetting the shift sign gives $+1/\sqrt3$.

The symbol is a factor in the integral of three spherical harmonics, so for integer $l_i$ with even sum and each $l_i\le g$ the formula supplies that factor in atomic Coulomb integrals without an alternating sum.

## Factorials and weights over the integers

In Lean 4 with Mathlib:

```lean
import Mathlib

open scoped Nat

namespace DixonThreeJ

noncomputable section
```

The first two definitions extend reciprocal factorials and binomials by zero to negative integers. All values are exact rationals.

```lean
/-- The reciprocal factorial `1/n!`, set to zero for negative integers `n`. -/
def invFact (n : ℤ) : ℚ := if 0 ≤ n then ((n.toNat)! : ℚ)⁻¹ else 0

/-- The binomial coefficient with an integer lower index, zero when that index is negative. -/
def intChoose (n : ℕ) (m : ℤ) : ℚ := if 0 ≤ m then (n.choose m.toNat : ℚ) else 0
```

Next come $w_j(k)$, $T_c(k)$ and $G_n(k)$, with integer arguments.

```lean
/-- The weight `1/((j+k)! (j-k)!)`, zero when `j+k` or `j-k` is negative. -/
def weight (j k : ℤ) : ℚ := invFact (j + k) * invFact (j - k)

/-- The alternating product of three weights with a common `k`. -/
def dixonTerm (a b c k : ℤ) : ℚ := (-1) ^ k * weight a k * weight b k * weight c k

/-- The function of `k` whose differences produce the recurrence for the alternating sum. -/
def certificate (a b n k : ℤ) : ℚ :=
  ((a : ℚ) + k) * (b + k) * (n + k) * dixonTerm a b n k / 2
```

The convention is recorded first, and then the factorial rule. Its proof treats negative, zero and positive $n$ separately.

```lean
/-- The reciprocal factorial is `1/n!` on naturals and zero on negative integers. -/
theorem invFact_values :
    (∀ n : ℕ, invFact n = (n ! : ℚ)⁻¹) ∧ ∀ n : ℤ, n < 0 → invFact n = 0 :=
  ⟨fun n => by simp [invFact], fun n h => by rw [invFact, if_neg (by omega)]⟩

/-- The rule `1/(n-1)! = n/n!` holds for every integer `n`, with reciprocal factorials of negative
integers set to zero. -/
theorem invFact_sub_one (n : ℤ) : invFact (n - 1) = n * invFact n := by
  rcases lt_trichotomy n 0 with h | h | h
  · rw [invFact_values.2 n h, invFact_values.2 (n - 1) (by omega), mul_zero]
  · subst h
    rw [invFact_values.2 (0 - 1) (by norm_num)]
    simp
  · obtain ⟨m, rfl⟩ : ∃ m : ℕ, n = (m : ℤ) + 1 := ⟨(n - 1).toNat, by omega⟩
    have e : (m : ℤ) + 1 = ((m + 1 : ℕ) : ℤ) := by omega
    have hm : (m ! : ℚ) ≠ 0 := by positivity
    have hm1 : (m : ℚ) + 1 ≠ 0 := by positivity
    rw [add_sub_cancel_right, e, invFact_values.1 m, invFact_values.1 (m + 1),
      Nat.factorial_succ]
    push_cast
    field_simp
```

The binomial formula then holds for every integer lower index, and the weight vanishes outside $-j\le k\le j$.

```lean
/-- A binomial coefficient is `n!/(m! (n-m)!)` for every integer `m`, with reciprocal factorials of
negative integers set to zero. -/
theorem intChoose_eq (n : ℕ) (m : ℤ) :
    intChoose n m = n ! * invFact m * invFact (n - m) := by
  by_cases h : 0 ≤ m
  · lift m to ℕ using h
    have hc : intChoose n m = (n.choose m : ℚ) := by simp [intChoose]
    rw [hc]
    by_cases hmn : m ≤ n
    · rw [show (n : ℤ) - m = ((n - m : ℕ) : ℤ) by omega, invFact_values.1 m,
        invFact_values.1 (n - m), Nat.cast_choose ℚ hmn]
      field_simp
    · rw [invFact_values.2 ((n : ℤ) - m) (by omega),
        Nat.choose_eq_zero_of_lt (by omega), Nat.cast_zero, mul_zero]
  · rw [intChoose, if_neg h, invFact_values.2 m (by omega), mul_zero, zero_mul]

/-- The weight vanishes when `k` lies above `j` or below `-j`. -/
theorem weight_eq_zero {j k : ℤ} (h : j + k < 0 ∨ j - k < 0) : weight j k = 0 := by
  rcases h with h | h
  · rw [weight, invFact_values.2 _ h, zero_mul]
  · rw [weight, invFact_values.2 _ h, mul_zero]
```

## The telescoping step and the induction

In `dixon_telescope`, `up` and `down` are the two relations for $w$. The product of three copies of `up` is `hp`, which rewrites $G_n(k+1)$. The final `linear_combination` checks the equality of the two polynomial coefficients.

```lean
/-- A combination of the terms for `n` and `n-1` is a difference of certificates. -/
theorem dixon_telescope (a b n k : ℤ) :
    (n : ℚ) * (a + n) * (b + n) * dixonTerm a b n k
      - (a + b + n) * dixonTerm a b (n - 1) k
      = certificate a b n k - certificate a b n (k + 1) := by
  -- raising k in a weight
  have up : ∀ j : ℤ, ((j : ℚ) + (k + 1)) * weight j (k + 1) = (j - k) * weight j k := by
    intro j
    have h1 := invFact_sub_one (j + k + 1)
    have h2 := invFact_sub_one (j - k)
    rw [add_sub_cancel_right] at h1
    push_cast at h1 h2
    rw [weight, weight, show j + (k + 1) = j + k + 1 by ring,
      show j - (k + 1) = j - k - 1 by ring, h2, h1]
    ring
  -- lowering j in a weight
  have down : weight (n - 1) k = ((n : ℚ) + k) * (n - k) * weight n k := by
    have h1 := invFact_sub_one (n + k)
    have h2 := invFact_sub_one (n - k)
    push_cast at h1 h2
    rw [weight, weight, show n - 1 + k = n + k - 1 by ring,
      show n - 1 - k = n - k - 1 by ring, h1, h2]
    ring
  have hp : (((a : ℚ) + (k + 1)) * weight a (k + 1)) * (((b : ℚ) + (k + 1)) * weight b (k + 1))
      * (((n : ℚ) + (k + 1)) * weight n (k + 1))
      = ((a - k) * weight a k) * ((b - k) * weight b k) * ((n - k) * weight n k) := by
    rw [up a, up b, up n]
  simp only [certificate, dixonTerm]
  rw [down, zpow_add_one₀ (by norm_num : (-1 : ℚ) ≠ 0)]
  push_cast
  generalize (-1 : ℚ) ^ k = s
  linear_combination (-(1 / 2) * s) * hp
```

The finite sum uses $k=i-a$ with $i=0,\dots,2a$. In the induction on `c`, the base case keeps only $k=0$. In the step, `h0` and `h1` are the vanishing end values, `tel` is the telescoped sum and `hrec` is the recurrence with $n=c+1$. Dividing by the non-zero factor `hP` gives the next case.

```lean
/-- The alternating sum over `-a ≤ k ≤ a` of the product of three weights, in closed form. -/
theorem alternating_sum (a b c : ℕ) :
    ∑ i ∈ Finset.range (2 * a + 1), dixonTerm a b c ((i : ℤ) - a)
      = ((a + b + c)! : ℚ) / (a ! * b ! * c ! * (a + b)! * (b + c)! * (c + a)!) := by
  induction c with
  | zero =>
    -- only k = 0 survives
    rw [Finset.sum_eq_single a]
    · have h0 : invFact 0 = 1 := by simp [invFact]
      simp only [dixonTerm, weight, sub_self, zpow_zero, add_zero, zero_add, sub_zero,
        Nat.cast_zero, invFact_values.1, h0, Nat.factorial_zero, Nat.cast_one]
      field_simp
    · intro i _ hi
      have h : weight ((0 : ℕ) : ℤ) ((i : ℤ) - a) = 0 := weight_eq_zero (by omega)
      rw [dixonTerm, h, mul_zero]
    · intro h
      exact absurd (Finset.mem_range.2 (by omega)) h
  | succ c ih =>
    -- the certificate vanishes at both ends
    have h0 : certificate a b ((c : ℤ) + 1) (((0 : ℕ) : ℤ) - a) = 0 := by
      simp [certificate]
    have h1 : certificate a b ((c : ℤ) + 1) (((2 * a + 1 : ℕ) : ℤ) - a) = 0 := by
      have h : weight a (((2 * a + 1 : ℕ) : ℤ) - a) = 0 := weight_eq_zero (by omega)
      rw [certificate, dixonTerm, h]
      ring
    have tel : ∑ i ∈ Finset.range (2 * a + 1), (certificate a b ((c : ℤ) + 1) ((i : ℤ) - a)
        - certificate a b ((c : ℤ) + 1) ((i : ℤ) - a + 1)) = 0 := by
      have s := Finset.sum_range_sub'
        (fun i : ℕ => certificate a b ((c : ℤ) + 1) ((i : ℤ) - a)) (2 * a + 1)
      beta_reduce at s
      rw [h0, h1, sub_zero] at s
      refine Eq.trans (Finset.sum_congr rfl fun i _ => ?_) s
      rw [show ((i + 1 : ℕ) : ℤ) - a = (i : ℤ) - a + 1 by omega]
    have hrec : ((c : ℚ) + 1) * (c + a + 1) * (b + c + 1)
          * ∑ i ∈ Finset.range (2 * a + 1), dixonTerm a b (c + 1 : ℕ) ((i : ℤ) - a)
        - ((a : ℚ) + b + c + 1)
          * ∑ i ∈ Finset.range (2 * a + 1), dixonTerm a b c ((i : ℤ) - a) = 0 := by
      rw [Finset.mul_sum, Finset.mul_sum, ← Finset.sum_sub_distrib]
      refine Eq.trans (Finset.sum_congr rfl fun i _ => ?_) tel
      have h := dixon_telescope a b ((c : ℤ) + 1) ((i : ℤ) - a)
      rw [add_sub_cancel_right] at h
      push_cast at h ⊢
      linear_combination h
    rw [ih] at hrec
    have hP : ((c : ℚ) + 1) * (c + a + 1) * (b + c + 1) ≠ 0 := by positivity
    apply mul_left_cancel₀ hP
    rw [sub_eq_zero.1 hrec, show a + b + (c + 1) = (a + b + c) + 1 by ring,
      show b + (c + 1) = (b + c) + 1 by ring, show c + 1 + a = (c + a) + 1 by ring,
      Nat.factorial_succ (a + b + c), Nat.factorial_succ (b + c),
      Nat.factorial_succ (c + a), Nat.factorial_succ c]
    push_cast
    field_simp
```

## Dixon's identity over all integers

The statement sums over all of $\mathbb Z$ with `∑ᶠ`, which returns zero when infinitely many terms are non-zero. The proof therefore shows in `hs` that the support lies in $-a\le k\le a$. Before that, `hf` extracts the constant $(a+b)!(b+c)!(c+a)!$.

```lean
/-- Dixon's identity: the alternating sum over all integers `k` of products of three binomial
coefficients is the trinomial coefficient `(a+b+c)!/(a! b! c!)`. -/
theorem dixon_identity (a b c : ℕ) :
    ∑ᶠ k : ℤ, (-1 : ℚ) ^ k * intChoose (a + b) (a + k) * intChoose (b + c) (b + k)
      * intChoose (c + a) (c + k) = ((a + b + c)! : ℚ) / (a ! * b ! * c !) := by
  have hf : ∀ k : ℤ, (-1 : ℚ) ^ k * intChoose (a + b) (a + k) * intChoose (b + c) (b + k)
      * intChoose (c + a) (c + k)
      = ((a + b)! * (b + c)! * (c + a)! : ℚ) * dixonTerm a b c k := by
    intro k
    rw [intChoose_eq, intChoose_eq, intChoose_eq,
      show ((a + b : ℕ) : ℤ) - (a + k) = b - k by omega,
      show ((b + c : ℕ) : ℤ) - (b + k) = c - k by omega,
      show ((c + a : ℕ) : ℤ) - (c + k) = a - k by omega]
    simp only [dixonTerm, weight]
    ring
  simp only [hf]
  -- all non-zero terms have -a ≤ k ≤ a
  have hs : Function.support
      (fun k : ℤ => ((a + b)! * (b + c)! * (c + a)! : ℚ) * dixonTerm a b c k)
      ⊆ ↑((Finset.range (2 * a + 1)).image (fun i : ℕ => (i : ℤ) - a)) := by
    intro k hk
    by_contra hn
    have h : weight a k = 0 := weight_eq_zero (by
      by_contra h
      apply hn
      simp only [Finset.mem_coe, Finset.mem_image, Finset.mem_range]
      exact ⟨(k + a).toNat, by omega, by omega⟩)
    refine hk ?_
    simp [dixonTerm, h]
  rw [finsum_eq_sum_of_support_subset _ hs,
    Finset.sum_image (fun i _ j _ h => by simpa using h), ← Finset.mul_sum, alternating_sum]
  field_simp
```

## The 3j symbol as defined by Racah's formula

Here the 3j symbol is Racah's expression by definition; its derivation from the coupling of angular momenta is taken as given. The arguments are natural numbers, so half-integer momenta don't enter, and all projections are zero. The definitions are meant for triples obeying the triangle inequalities. `triangleCoeff` is $\Delta$ itself, with the square root taken in `threeJZero`; some conventions put the root into $\Delta$.

```lean
/-- Racah's alternating sum for zero projections, for `l₃ ≤ l₁ + l₂`. -/
def racahSum (l₁ l₂ l₃ : ℕ) : ℚ :=
  ∑ t ∈ Finset.range (l₁ + l₂ - l₃ + 1), (-1) ^ t * (invFact t
    * invFact ((l₃ : ℤ) - l₂ + t) * invFact ((l₃ : ℤ) - l₁ + t)
    * invFact ((l₁ : ℤ) + l₂ - l₃ - t) * invFact ((l₁ : ℤ) - t) * invFact ((l₂ : ℤ) - t))

/-- The triangle coefficient, for `l₁, l₂, l₃` obeying the triangle inequalities. -/
def triangleCoeff (l₁ l₂ l₃ : ℕ) : ℝ :=
  ((l₁ + l₂ - l₃)! * (l₁ + l₃ - l₂)! * (l₂ + l₃ - l₁)! : ℝ) / (l₁ + l₂ + l₃ + 1)!

/-- The Wigner 3j symbol `(l₁ l₂ l₃; 0 0 0)` by Racah's formula, for `l₁, l₂, l₃` obeying
the triangle inequalities. -/
def threeJZero (l₁ l₂ l₃ : ℕ) : ℝ :=
  (-1) ^ (l₁ + l₂) * √(triangleCoeff l₁ l₂ l₃) * (l₁ ! * l₂ ! * l₃ !) * (racahSum l₁ l₂ l₃ : ℝ)
```

The shift $t=c+k$ is `hsum`. Here `alternating_sum` is applied with `a` and `c` exchanged, because $t=0,\dots,2c$ corresponds to $-c\le k\le c$.

```lean
/-- Racah's sum in closed form, with `l₁ = b+c`, `l₂ = c+a`, `l₃ = a+b`. -/
theorem racahSum_eq (a b c : ℕ) :
    racahSum (b + c) (c + a) (a + b) = (-1) ^ c *
      (((a + b + c)! : ℚ) / (a ! * b ! * c ! * (a + b)! * (b + c)! * (c + a)!)) := by
  have h := alternating_sum c b a
  rw [show c + b + a = a + b + c by ring, add_comm c b, add_comm b a, add_comm a c] at h
  rw [racahSum, show b + c + (c + a) - (a + b) + 1 = 2 * c + 1 by omega]
  -- the summation index is shifted by t = c + k
  have hsum : ∀ t : ℕ, (-1 : ℚ) ^ t * (invFact t
      * invFact (((a + b : ℕ) : ℤ) - (c + a : ℕ) + t)
      * invFact (((a + b : ℕ) : ℤ) - (b + c : ℕ) + t)
      * invFact (((b + c : ℕ) : ℤ) + (c + a : ℕ) - (a + b : ℕ) - t)
      * invFact (((b + c : ℕ) : ℤ) - t) * invFact (((c + a : ℕ) : ℤ) - t))
      = (-1) ^ c * dixonTerm c b a ((t : ℤ) - c) := by
    intro t
    have hs : (-1 : ℚ) ^ t = (-1) ^ c * (-1 : ℚ) ^ ((t : ℤ) - c) := by
      rw [zpow_sub₀ (by norm_num : (-1 : ℚ) ≠ 0), zpow_natCast, zpow_natCast]
      field_simp
    simp only [dixonTerm, weight]
    rw [show ((a + b : ℕ) : ℤ) - (c + a : ℕ) + t = b + ((t : ℤ) - c) by omega,
      show ((a + b : ℕ) : ℤ) - (b + c : ℕ) + t = a + ((t : ℤ) - c) by omega,
      show ((b + c : ℕ) : ℤ) + (c + a : ℕ) - (a + b : ℕ) - t = c - ((t : ℤ) - c) by omega,
      show ((b + c : ℕ) : ℤ) - t = b - ((t : ℤ) - c) by omega,
      show ((c + a : ℕ) : ℤ) - t = a - ((t : ℤ) - c) by omega,
      show (c : ℤ) + ((t : ℤ) - c) = t by omega, hs]
    ring
  rw [Finset.sum_congr rfl fun t _ => hsum t, ← Finset.mul_sum, h]
  ring
```

The closed form assumes an even sum $2g$ and each $l_i\le g$, which is the triangle condition. The proof substitutes $a,b,c$, combines the phases in `hs`, and cancels the factorials in `hq`. Odd sums are not treated.

```lean
/-- For `l₁ + l₂ + l₃ = 2g` with each `l ≤ g`, the 3j symbol with zero projections is
`(-1)^g √Δ g!/((g-l₁)! (g-l₂)! (g-l₃)!)`, where `Δ` is the triangle coefficient. -/
theorem threeJZero_eq {l₁ l₂ l₃ g : ℕ} (hg : l₁ + l₂ + l₃ = 2 * g)
    (h₁ : l₁ ≤ g) (h₂ : l₂ ≤ g) (h₃ : l₃ ≤ g) :
    threeJZero l₁ l₂ l₃ = (-1) ^ g * √(triangleCoeff l₁ l₂ l₃)
      * ((g ! : ℝ) / ((g - l₁)! * (g - l₂)! * (g - l₃)!)) := by
  obtain ⟨a, b, c, rfl, rfl, rfl, rfl⟩ : ∃ a b c : ℕ,
      l₁ = b + c ∧ l₂ = c + a ∧ l₃ = a + b ∧ g = a + b + c :=
    ⟨g - l₁, g - l₂, g - l₃, by omega, by omega, by omega, by omega⟩
  rw [show a + b + c - (b + c) = a by omega, show a + b + c - (c + a) = b by omega,
    show a + b + c - (a + b) = c by omega]
  have hs : (-1 : ℝ) ^ (b + c + (c + a)) * (-1) ^ c = (-1) ^ (a + b + c) := by
    rw [← pow_add, show b + c + (c + a) + c = (a + b + c) + 2 * c by ring, pow_add, pow_mul]
    norm_num
  have hq : ((b + c)! * (c + a)! * (a + b)! : ℝ) * (racahSum (b + c) (c + a) (a + b) : ℝ)
      = (-1) ^ c * (((a + b + c)! : ℝ) / (a ! * b ! * c !)) := by
    rw [racahSum_eq]
    push_cast
    field_simp
  rw [threeJZero, ← hs]
  linear_combination
    ((-1) ^ (b + c + (c + a)) * √(triangleCoeff (b + c) (c + a) (a + b))) * hq
```

Under the same hypotheses $\Delta>0$ and the factorial quotient is positive, so the symbol cannot vanish.

```lean
/-- The 3j symbol with zero projections is non-zero whenever `l₁ + l₂ + l₃ = 2g` and
each `l ≤ g`. -/
theorem threeJZero_ne_zero {l₁ l₂ l₃ g : ℕ} (hg : l₁ + l₂ + l₃ = 2 * g)
    (h₁ : l₁ ≤ g) (h₂ : l₂ ≤ g) (h₃ : l₃ ≤ g) : threeJZero l₁ l₂ l₃ ≠ 0 := by
  have hD : 0 < triangleCoeff l₁ l₂ l₃ := by
    unfold triangleCoeff
    positivity
  rw [threeJZero_eq hg h₁ h₂ h₃]
  exact mul_ne_zero (mul_ne_zero (pow_ne_zero _ (by norm_num)) (Real.sqrt_pos.2 hD).ne')
    (by positivity)

end

end DixonThreeJ
```

```lean
#print axioms DixonThreeJ.dixon_identity
#print axioms DixonThreeJ.threeJZero_ne_zero
```

```
'DixonThreeJ.dixon_identity' depends on axioms: [propext, Classical.choice, Quot.sound]
'DixonThreeJ.threeJZero_ne_zero' depends on axioms: [propext, Classical.choice, Quot.sound]
```
